# The linearised Wannier-centre estimate follows a rigid shift of the charge exactly when its reference point shifts equally

A band-structure calculation on a mesh of wavevectors can provide overlaps between cell-periodic states at neighbouring mesh points. Averaged over the mesh, they give the mean of a phase factor such as \(e^{ibx}\) in a Wannier function, where \(b\) is the mesh spacing. The centre of the Wannier function can be estimated from this mean. If the crystal is moved rigidly by some distance, the centre should move by the same distance. Does a finite-difference estimate do this, and how far is it from the mean position?

Take a one-dimensional charge distribution with finitely many positions \(x_j\) and real weights \(p_j\). Its overlap at wavevector step \(b\) is
\[
M=\sum_j p_j e^{ibx_j}.
\]
Choose a reference point \(c\), remove its phase from \(M\), and read the remaining displacement from the imaginary part:
\[
r_c=c+\frac{\operatorname{Im}\left(e^{-ibc}M\right)}{b}.
\]
This linearises the phase of \(e^{-ibc}M\), so it can differ from \(\operatorname{Im}(\ln M)/b\), which uses the complex logarithm of the same mean.

In Lean the label \(j\) runs over a finite type `ι`, and `p` and `x` are real functions on it. The function `phase` turns an angle \(\theta\) into \(e^{i\theta}\), `overlap p x b` is \(M\), and `centre p x b c` is \(r_c\). The definitions do not require the weights to be probabilities. Where that matters, the theorems assume `hp` (no weight is negative) and `h1` (the weights sum to one), which describe the normalised density of one Wannier function.

```lean
import Mathlib

open Finset

namespace WannierCentre

noncomputable section

variable {ι : Type*} [Fintype ι]

/-- The phase factor `exp(iθ)` of a real angle `θ`. -/
def phase (θ : ℝ) : ℂ := Complex.exp ((θ : ℂ) * Complex.I)

/-- The overlap `∑ p_j exp(i b x_j)` of a distribution with weights `p_j` at positions `x_j`,
for the wavevector step `b`. -/
def overlap (p x : ι → ℝ) (b : ℝ) : ℂ := ∑ j, (p j : ℂ) * phase (b * x j)

/-- The centre estimated from the overlap about the reference point `c`:
`c + Im(exp(-i b c) M) / b`, where `M` is the overlap and `b ≠ 0`. -/
def centre (p x : ι → ℝ) (b c : ℝ) : ℝ :=
  c + (phase (-(b * c)) * overlap p x b).im / b
```

## (a) The overlap as an average of sines

Show that, for \(b\neq0\), the estimate depends on the positions only through their displacements from \(c\):
\[
r_c=c+\frac1b\sum_j p_j\sin\bigl(b(x_j-c)\bigr).
\]

Multiply the reference phase into the sum:
\[
e^{-ibc}M=\sum_j p_j e^{-ibc}e^{ibx_j}=\sum_j p_j e^{ib(x_j-c)}.
\]
The weights are real, so the imaginary part of each term is \(p_j\sin(b(x_j-c))\). Dividing the sum by \(b\) and adding \(c\) gives the formula.

The Lean proof takes the imaginary part inside the sum and compares terms. Its step `h` combines the two exponentials. Neither the sign nor the normalisation of the weights is used.

```lean
/-- The estimated centre is the reference point plus the averaged sine of the
displacements, `c + ∑ p_j sin(b (x_j - c)) / b`. -/
theorem centre_eq_sum (p x : ι → ℝ) (b c : ℝ) :
    centre p x b c = c + (∑ j, p j * Real.sin (b * (x j - c))) / b := by
  unfold centre overlap
  rw [Finset.mul_sum, Complex.im_sum]
  congr 2
  apply Finset.sum_congr rfl
  intro j _
  -- the reference phase moves the origin to `c`
  have h : phase (-(b * c)) * ((p j : ℂ) * phase (b * x j))
      = (p j : ℂ) * phase (b * (x j - c)) := by
    unfold phase
    rw [mul_left_comm, ← Complex.exp_add]
    congr 2
    push_cast
    ring
  rw [h, Complex.im_ofReal_mul, phase, Complex.exp_ofReal_mul_I_im]
```

## (b) How much a phase advance can change a sine

Show that for all real \(u\) and \(w\)
\[
|\sin(u+w)-\sin u|\le 2\,|\sin(w/2)|.
\]

The sum-to-product formula gives
\[
\sin(u+w)-\sin u=2\sin(w/2)\cos(u+w/2).
\]
Take absolute values and use \(|\cos(u+w/2)|\le1\). The bound no longer contains \(u\), so it will hold for every charge position at once.

`Real.sin_sub_sin` supplies the product formula, and `Real.abs_cos_le_one` removes the cosine.

```lean
/-- A phase advance `w` changes a sine by at most `2 |sin(w/2)|`. -/
theorem abs_sin_shift_le (u w : ℝ) :
    |Real.sin (u + w) - Real.sin u| ≤ 2 * |Real.sin (w / 2)| := by
  rw [Real.sin_sub_sin, show (u + w - u) / 2 = w / 2 by ring, abs_mul, abs_mul, abs_two]
  exact mul_le_of_le_one_right (by positivity) (Real.abs_cos_le_one _)
```

## (c) The change is smaller than the advance

Show that for \(w\neq0\)
\[
2\,|\sin(w/2)|<|w|.
\]

It is enough to prove \(|\sin y|<y\) for \(y>0\) and then set \(y=|w|/2\). The upper half, \(\sin y<y\), is the standard inequality. For the lower half, \(-y<\sin y\), there are two cases. If \(0<y\le1\), then \(\sin y>0>-y\). If \(y>1\), then \(\sin y\ge-1>-y\).

The local statement `key` is this inequality for positive \(y\), with the same division at \(1\). The final case distinction treats negative and positive \(w\).

```lean
/-- For a nonzero phase advance `w`, the bound `2 |sin(w/2)|` is strictly below `|w|`. -/
theorem two_abs_sin_half_lt {w : ℝ} (hw : w ≠ 0) : 2 * |Real.sin (w / 2)| < |w| := by
  have key : ∀ y : ℝ, 0 < y → |Real.sin y| < y := by
    intro y hy
    rw [abs_lt]
    refine ⟨?_, Real.sin_lt hy⟩
    rcases le_or_gt y 1 with h | h
    · linarith [Real.sin_pos_of_pos_of_le_one hy h]
    · linarith [Real.neg_one_le_sin y]
  rcases lt_or_gt_of_ne hw with h | h
  · have h1 := key (-(w / 2)) (by linarith)
    rw [Real.sin_neg, abs_neg] at h1
    rw [abs_of_neg h]
    linarith
  · have h1 := key (w / 2) (by linarith)
    rw [abs_of_pos h]
    linarith
```

## (d) Shifting the charge and the reference

Let \(b>0\), \(p_j\ge0\) and \(\sum_jp_j=1\). Move every position by \(t\) and the reference by \(s\), and write \(r'_{c+s}\) for the new estimate. Show that
\[
r'_{c+s}=r_c+t\quad\Longleftrightarrow\quad s=t.
\]

Put \(u_j=b(x_j-c)\) and \(w=b(t-s)\). The new displacement times \(b\) is
\[
b\bigl(x_j+t-(c+s)\bigr)=u_j+w.
\]
If \(s=t\), then \(w=0\), all sines are unchanged, and only the leading \(c\) becomes \(c+t\). The estimate therefore moves by \(t\).

Conversely, suppose that the estimate moves by \(t\). Subtracting the two formulas from (a) and multiplying by \(b\) gives
\[
\sum_jp_j\bigl[\sin(u_j+w)-\sin u_j\bigr]=w.
\]
If \(w\) were nonzero, (b), the normalisation and (c) would give
\[
|w|\le\sum_jp_j\,2|\sin(w/2)|=2|\sin(w/2)|<|w|,
\]
a contradiction. Hence \(w=0\), and since \(b>0\), \(s=t\).

The Lean equivalence holds for each individual distribution and each choice of \(c\), \(s\) and \(t\). In the proof, `hd` is the equation for the averaged change, `hle` is the bound from (b), and `hlt` is the strict inequality from (c).

```lean
/-- For `b > 0` and probabilities `p_j`, let all positions shift by `t` and the reference point
by `s`. The estimated centre shifts by `t` if and only if `s = t`. -/
theorem centre_shift_iff (p x : ι → ℝ) {b : ℝ} (c s t : ℝ) (hb : 0 < b)
    (hp : ∀ j, 0 ≤ p j) (h1 : ∑ j, p j = 1) :
    centre p (fun j => x j + t) b (c + s) = centre p x b c + t ↔ s = t := by
  rw [centre_eq_sum, centre_eq_sum]
  constructor
  · intro h
    by_contra hst
    have e : ∀ j, b * (x j + t - (c + s)) = b * (x j - c) + b * (t - s) := by
      intro j
      ring
    simp only [e] at h
    have hd : (∑ j, p j * Real.sin (b * (x j - c) + b * (t - s))) / b
        - (∑ j, p j * Real.sin (b * (x j - c))) / b = t - s := by linarith
    rw [← sub_div, div_eq_iff hb.ne', ← Finset.sum_sub_distrib] at hd
    -- the average of the sine changes cannot reach the full phase advance
    have hle : |(t - s) * b| ≤ 2 * |Real.sin (b * (t - s) / 2)| := by
      rw [← hd]
      calc _ ≤ ∑ j, |p j * Real.sin (b * (x j - c) + b * (t - s))
              - p j * Real.sin (b * (x j - c))| := Finset.abs_sum_le_sum_abs _ _
        _ ≤ ∑ j, p j * (2 * |Real.sin (b * (t - s) / 2)|) := by
            apply Finset.sum_le_sum
            intro j _
            rw [← mul_sub, abs_mul, abs_of_nonneg (hp j)]
            exact mul_le_mul_of_nonneg_left (abs_sin_shift_le _ _) (hp j)
        _ = _ := by rw [← Finset.sum_mul, h1, one_mul]
    have hlt := two_abs_sin_half_lt (mul_ne_zero hb.ne' (sub_ne_zero.mpr (Ne.symm hst)))
    rw [mul_comm (t - s) b] at hle
    exact absurd hle (not_le_of_gt hlt)
  · intro hst
    rw [hst]
    simp only [add_sub_add_right_eq_sub]
    ring
```

## (e) A reference fixed in space

Under the same assumptions keep \(c\) fixed, and write \(r'_c\) for the estimate after the positions have moved by \(t\). Show that
\[
r'_c=r_c+t\quad\Longleftrightarrow\quad t=0.
\]

Set \(s=0\) in (d). The condition \(s=t\) becomes \(0=t\).

No distribution escapes this, however narrow it is. For a single point of weight one that starts at the origin, with \(c=0\), the estimate after the shift is \(\sin(bt)/b\), which differs from \(t\) whenever \(t\neq0\).

```lean
/-- For `b > 0`, probabilities `p_j` and a fixed reference point `c`, the estimated centre follows a
common shift `t` of all positions if and only if `t = 0`. -/
theorem fixed_reference_shift_iff (p x : ι → ℝ) {b : ℝ} (c t : ℝ) (hb : 0 < b)
    (hp : ∀ j, 0 ≤ p j) (h1 : ∑ j, p j = 1) :
    centre p (fun j => x j + t) b c = centre p x b c + t ↔ t = 0 := by
  have h := centre_shift_iff p x c 0 t hb hp h1
  rw [add_zero] at h
  exact h.trans eq_comm
```

## (f) The cubic remainder of the sine

Show that for every real \(y\)
\[
|\sin y-y|\le\frac{|y|^3}{6}.
\]

Let \(f(z)=\sin z-z+z^3/6\). Its derivative is
\[
f'(z)=\cos z-1+\frac{z^2}{2}\ge0,
\]
because \(1-\cos z=2\sin^2(z/2)\le z^2/2\). Thus \(f\) is nondecreasing, and \(f(0)=0\). For \(z\ge0\) this gives \(\sin z-z\ge-z^3/6\), while \(\sin z\le z\) gives \(\sin z-z\le0\). Together they prove the bound for \(y\ge0\). Both \(\sin y\) and \(y\) are odd, so negative \(y\) follows from \(-y\).

In Lean, `hd` computes the derivative, `mono` proves monotonicity, and `key` is the bound for nonnegative arguments.

```lean
/-- The sine differs from its argument by at most one sixth of the cubed modulus. -/
theorem abs_sin_sub_le (y : ℝ) : |Real.sin y - y| ≤ |y| ^ 3 / 6 := by
  have hd : ∀ z : ℝ, HasDerivAt (fun z : ℝ => Real.sin z - z + z ^ 3 / 6)
      (Real.cos z - 1 + z ^ 2 / 2) z := by
    intro z
    refine (((Real.hasDerivAt_sin z).fun_sub (hasDerivAt_id' z)).fun_add
      ((hasDerivAt_pow 3 z).div_const 6)).congr_deriv ?_
    norm_num
    ring
  have mono : Monotone (fun z : ℝ => Real.sin z - z + z ^ 3 / 6) := by
    refine monotone_of_deriv_nonneg (fun z => (hd z).differentiableAt) (fun z => ?_)
    rw [(hd z).deriv]
    have := @Real.one_sub_sq_div_two_le_cos z
    linarith
  have key : ∀ z : ℝ, 0 ≤ z → |Real.sin z - z| ≤ z ^ 3 / 6 := by
    intro z hz
    have h0 : Real.sin 0 - 0 + 0 ^ 3 / 6 ≤ Real.sin z - z + z ^ 3 / 6 := mono hz
    rw [Real.sin_zero] at h0
    rw [abs_le]
    constructor <;> linarith [Real.sin_le hz, pow_nonneg hz 3]
  rcases le_total 0 y with hy | hy
  · rw [abs_of_nonneg hy]
    exact key y hy
  · have h := key (-y) (by linarith)
    rw [Real.sin_neg, show -Real.sin y - -y = -(Real.sin y - y) by ring, abs_neg] at h
    rwa [abs_of_nonpos hy]
```

## (g) Distance from the mean position

For \(b>0\), \(p_j\ge0\) and \(\sum_jp_j=1\), show that
\[
\left|r_c-\sum_jp_jx_j\right|\le\frac{b^2}{6}\sum_jp_j|x_j-c|^3.
\]

With \(u_j=b(x_j-c)\) as before, normalisation gives
\[
\sum_jp_jx_j=c+\frac1b\sum_jp_ju_j.
\]
Subtract this from the formula in (a):
\[
r_c-\sum_jp_jx_j=\frac1b\sum_jp_j(\sin u_j-u_j).
\]
The triangle inequality and (f) now give
\[
\left|r_c-\sum_jp_jx_j\right|
\le\frac1b\sum_jp_j\frac{b^3|x_j-c|^3}{6},
\]
which is the required bound.

The moment is taken about \(c\), so a distant reference weakens the bound even for a narrow charge distribution. In the Lean proof, `h` and `e` establish the exact error formula, and the last `calc` block applies the triangle inequality and the cubic bound.

```lean
/-- For `b > 0` and probabilities `p_j`, the estimated centre differs from the mean position
by at most `b²/6` times the third absolute moment about the reference point. -/
theorem centre_error_le (p x : ι → ℝ) {b : ℝ} (c : ℝ) (hb : 0 < b)
    (hp : ∀ j, 0 ≤ p j) (h1 : ∑ j, p j = 1) :
    |centre p x b c - ∑ j, p j * x j| ≤ b ^ 2 / 6 * ∑ j, p j * |x j - c| ^ 3 := by
  have h : ∑ j, p j * (Real.sin (b * (x j - c)) - b * (x j - c))
      = ∑ j, p j * Real.sin (b * (x j - c)) - b * (∑ j, p j * x j - c) := by
    calc _ = ∑ j, (p j * Real.sin (b * (x j - c)) - b * (p j * x j) + b * c * p j) :=
          Finset.sum_congr rfl (fun j _ => by ring)
      _ = _ := by
          rw [Finset.sum_add_distrib, Finset.sum_sub_distrib, ← Finset.mul_sum,
            ← Finset.mul_sum, h1]
          ring
  -- the error is the averaged remainder of the sine
  have e : centre p x b c - ∑ j, p j * x j
      = (∑ j, p j * (Real.sin (b * (x j - c)) - b * (x j - c))) / b := by
    rw [centre_eq_sum, h, eq_div_iff hb.ne']
    have hc := div_mul_cancel₀ (∑ j, p j * Real.sin (b * (x j - c))) hb.ne'
    linear_combination hc
  rw [e, abs_div, abs_of_pos hb, div_le_iff₀ hb]
  calc _ ≤ ∑ j, |p j * (Real.sin (b * (x j - c)) - b * (x j - c))| :=
        Finset.abs_sum_le_sum_abs _ _
    _ ≤ ∑ j, p j * (|b * (x j - c)| ^ 3 / 6) := by
        apply Finset.sum_le_sum
        intro j _
        rw [abs_mul, abs_of_nonneg (hp j)]
        exact mul_le_mul_of_nonneg_left (abs_sin_sub_le _) (hp j)
    _ = _ := by
        rw [Finset.mul_sum, Finset.sum_mul]
        apply Finset.sum_congr rfl
        intro j _
        rw [abs_mul, abs_of_pos hb]
        ring
```

## (h) When the estimate returns its own reference

For \(b>0\) and arbitrary real weights, show that
\[
r_c=c\quad\Longleftrightarrow\quad M=r\,e^{ibc}\ \text{for some real } r.
\]

By definition, \(r_c=c\) means \(\operatorname{Im}(e^{-ibc}M)=0\). Then \(e^{-ibc}M\) equals its real part \(r\), and multiplication by \(e^{ibc}\) gives \(M=re^{ibc}\). Conversely, if \(M=re^{ibc}\), then \(e^{-ibc}M=r\) has no imaginary part, so \(r_c=c\).

The number \(r\) may be negative or zero. For \(M\neq0\), the self-consistent references are therefore \(c=(\arg M+n\pi)/b\) with integer \(n\), and even \(n\) gives the branches of \(\operatorname{Im}(\ln M)/b\).

In Lean, `hu` says that the two opposite phases multiply to one, and the real part of \(e^{-ibc}M\) is supplied as the witness for \(r\).

```lean
/-- For `b > 0`, the estimate returns its own reference point `c` if and only if the overlap
is a real multiple of `exp(i b c)`. -/
theorem centre_eq_reference_iff (p x : ι → ℝ) {b : ℝ} (c : ℝ) (hb : 0 < b) :
    centre p x b c = c ↔ ∃ r : ℝ, overlap p x b = (r : ℂ) * phase (b * c) := by
  have hu : phase (b * c) * phase (-(b * c)) = 1 := by
    unfold phase
    rw [← Complex.exp_add, ← add_mul, ← Complex.ofReal_add, add_neg_cancel,
      Complex.ofReal_zero, zero_mul, Complex.exp_zero]
  unfold centre
  constructor
  · intro h
    have hq : (phase (-(b * c)) * overlap p x b).im / b = 0 := by linarith
    have him := (div_eq_zero_iff.mp hq).resolve_right hb.ne'
    refine ⟨(phase (-(b * c)) * overlap p x b).re, ?_⟩
    have hr : (((phase (-(b * c)) * overlap p x b).re : ℝ) : ℂ)
        = phase (-(b * c)) * overlap p x b :=
      Complex.ext (Complex.ofReal_re _) (by rw [Complex.ofReal_im, him])
    rw [hr]
    linear_combination (-overlap p x b) * hu
  · rintro ⟨r, h⟩
    have hr : phase (-(b * c)) * ((r : ℂ) * phase (b * c)) = (r : ℂ) := by
      linear_combination (r : ℂ) * hu
    rw [h, hr, Complex.ofReal_im, zero_div, add_zero]

end

end WannierCentre
```

```lean
#print axioms WannierCentre.fixed_reference_shift_iff
#print axioms WannierCentre.centre_error_le
#print axioms WannierCentre.centre_eq_reference_iff
```

```
'WannierCentre.fixed_reference_shift_iff' depends on axioms: [propext, Classical.choice, Quot.sound]
'WannierCentre.centre_error_le' depends on axioms: [propext, Classical.choice, Quot.sound]
'WannierCentre.centre_eq_reference_iff' depends on axioms: [propext, Classical.choice, Quot.sound]
```

## Four mesh points and two charge positions

For one isolated band in one dimension, with lattice constant \(a\) and \(N\) mesh points, the spacing is \(b=2\pi/(Na)\). A program computes the overlaps \(\langle u_k|u_{k+b}\rangle\) of the cell-periodic states \(u_k\) and averages them over the mesh. The result is the average of \(e^{-ibx}\) in the Wannier function, so its complex conjugate plays the part of \(M\). With \(c=0\), \(\operatorname{Im}M/b\) is the central-difference value of the mesh-averaged Berry connection, and so an estimate of the diagonal position element of the Wannier function. For the finite distributions treated here, (e) shows that this value does not follow the charge when the crystal is moved by a nonzero distance relative to the origin: its offset from the mean position changes.

Take \(a=1\) and \(N=4\), so \(b=\pi/2\). Put weight \(3/4\) at \(0\) in an s-like orbital and \(1/4\) at \(1\) in a p-like orbital, where the s-like and p-like orbitals of each site are orthogonal and different sites do not overlap. The function is then orthogonal to its copies in the other cells, as a Wannier function must be. The mean position is \(0.25\), and with \(c=0\)
\[
r_0=\frac{\tfrac34\sin0+\tfrac14\sin(\pi/2)}{\pi/2}=\frac{1}{2\pi}\approx0.159.
\]
The error is about \(0.091\), and the bound in (g) is \((\pi^2/24)\cdot\tfrac14\approx0.103\).

Now move both positions by \(1\). With the reference still at \(0\), the estimate is
\[
\frac{\tfrac34\sin(\pi/2)+\tfrac14\sin\pi}{\pi/2}=\frac{3}{2\pi}\approx0.477,
\]
so it has moved by only about \(0.318\). With the reference moved to \(1\), it is \(1+1/(2\pi)\approx1.159\), a shift of exactly \(1\).
